# Ring substitution patterns up to rotation: $N\,n=\sum_{d\mid n}\varphi(d)\,k^{n/d}$

Take a ring of four equivalent sites, numbered $0,1,2,3$, and put either A or B on each. There are $2^4=16$ ways to do this, but many of them turn into one another when the ring is rotated. The patterns that remain distinct are AAAA, BAAA, BBAA, BABA, BBBA and BBBB, which makes six. They account for $1+4+4+2+4+1=16$ labelled arrangements, so dividing 16 by 4 gives the wrong answer: symmetric patterns have fewer than four rotated copies.

The correct count comes from asking how many arrangements each rotation leaves unchanged.

- Rotation through 0 sites leaves all 16 unchanged.
- Rotation through 2 sites requires sites 0 and 2 to agree and sites 1 and 3 to agree, which leaves $2^2=4$.
- Rotation through 1 or 3 sites requires all sites to agree, which leaves 2 in each case.

The total is $16+4+2+2=24=6\cdot 4$, the number of distinct patterns times the number of rotations. Four is the smallest ring size at which some rotation links the sites into several groups of more than one site each.

For $n\ge 1$ sites and $k$ substituent types, let $N$ be the number of patterns distinct under rotation. The same count gives $N\,n=\sum_{d\mid n}\varphi(d)\,k^{n/d}$, where $d$ runs over the divisors of $n$ and Euler's function $\varphi(d)$ is the number of integers $s$ with $0\le s<d$ and $\gcd(s,d)=1$.

```lean
import Mathlib

namespace RingIsomerCounting
```

## Sites, substituents and rotations

The sites are the integers modulo $n$, so that the neighbour of site $n-1$ is site $0$. A substitution pattern is a function $f$ that gives each site $i$ one of $k$ types.

```lean
/-- A substitution pattern on a ring with `n ≥ 1` sites: each site carries one of `k` substituent
types. -/
abbrev Colouring (n k : ℕ) := ZMod n → Fin k
```

`ZMod n` is the ring of sites and `Fin k` the set of substituent types. Each site carries exactly one substituent, a type may be used any number of times or not at all, and substituents have no internal structure or orientation. Neither energies nor steric limits enter, so every assignment is allowed.

Rotation through $r$ sites sends $f$ to the pattern $i\mapsto f(i+r)$.

```lean
/-- The pattern obtained by rotating the ring through `r` sites. -/
def rotate {n k : ℕ} (r : ZMod n) (f : Colouring n k) : Colouring n k :=
  fun i => f (i + r)
```

With this convention the substituent on site $i+r$ moves to site $i$. The opposite choice of direction would replace $r$ by $-r$ and leave the set of all rotations the same.

Rotation through $0$ sites changes nothing, since $f(i+0)=f(i)$. Rotating by $s$ and then by $r$ gives $f(i+r+s)$, which is a single rotation through $r+s$. These two identities say that the cyclic group acts on the patterns.

```lean
/-- The rotations of the ring form a cyclic group acting on the substitution patterns. -/
instance rotationAction (n k : ℕ) :
    MulAction (Multiplicative (ZMod n)) (Colouring n k) where
  smul r f := rotate r.toAdd f
  one_smul f := by
    funext i
    change f (i + 0) = f i
    rw [add_zero]
  mul_smul r s f := by
    funext i
    change f (i + (r.toAdd + s.toAdd)) = f (i + r.toAdd + s.toAdd)
    rw [add_assoc]
```

`MulAction` expects a group written multiplicatively, whereas rotations are added here. `Multiplicative (ZMod n)` is the same group in multiplicative notation, and `toAdd` converts back. The fields `one_smul` and `mul_smul` are the two identities above, proved site by site.

## Patterns identified by rotation

All the patterns that can be reached from $f$ by rotation form its orbit. Each orbit is counted once.

```lean
/-- The set of orbits of substitution patterns under rotation of the ring. -/
abbrev Isomer (n k : ℕ) :=
  Quotient (MulAction.orbitRel (Multiplicative (ZMod n)) (Colouring n k))
```

`Isomer n k` is the set of orbits, and $N$ is `Nat.card (Isomer n k)`. The Lean name is looser than the chemical term, because the set includes every composition, from all sites alike to all mixtures. Isomers in the strict sense share a molecular formula, and counting them would require fixing how often each type occurs.

Only patterns related by a rotation are identified. The count therefore suits a ring whose two faces differ, with mirror-image patterns kept separate. Benzene can be turned over, so the two mirror-related forms of its 1,2,4-trisubstituted pattern are one compound, but they are two elements of `Isomer 6 2`.

```lean
/-- The orbit under rotation to which a substitution pattern belongs. -/
def isomerOf {n k : ℕ} (f : Colouring n k) : Isomer n k :=
  Quotient.mk (MulAction.orbitRel (Multiplicative (ZMod n)) (Colouring n k)) f
```

The function `isomerOf` sends a pattern to its orbit. For the definition to mean what it should, two patterns $f$ and $g$ must have the same orbit exactly when $f(i)=g(i+r)$ for some $r$ and all $i$.

```lean
/-- Two substitution patterns have the same orbit exactly when some rotation carries one into the
other. -/
theorem isomerOf_eq_iff {n k : ℕ} (f g : Colouring n k) :
    isomerOf f = isomerOf g ↔ ∃ r : ZMod n, rotate r g = f := by
  constructor
  · intro h
    have hfg : f ∈ MulAction.orbit (Multiplicative (ZMod n)) g := Quotient.exact h
    obtain ⟨r, hr⟩ := hfg
    exact ⟨r.toAdd, hr⟩
  · rintro ⟨r, hr⟩
    have hfg : f ∈ MulAction.orbit (Multiplicative (ZMod n)) g :=
      ⟨Multiplicative.ofAdd r, hr⟩
    exact Quotient.sound hfg
```

The proof translates in both directions. `Quotient.exact` turns equality of orbits into membership of `f` in the orbit of `g`, from which the rotation is read off. `Quotient.sound` takes a given rotation back to equality of orbits.

## Patterns left unchanged by one rotation

Let $r$ be a rotation of order $d$, meaning that $d$ is the least positive integer with $dr=0$ modulo $n$. If $f$ is unchanged by $r$, then $f(i+r)=f(i)$ for every $i$, and repeating this gives
$$f(i+mr)=f(i)\qquad\text{for every integer } m.$$
So $f$ takes one value on each set $\{i,\,i+r,\,i+2r,\dots\}$. These sets are the cosets of the subgroup $\langle r\rangle$ generated by $r$. Conversely, a pattern that is constant on every coset is unchanged by $r$, because $i$ and $i+r$ lie in the same coset.

Each coset has $d$ sites and together they make up the ring, so there are $n/d$ of them. Choosing a substituent for each coset independently gives $k^{n/d}$ unchanged patterns.

```lean
/-- On a ring with `n ≥ 1` sites, a rotation `r` leaves `k ^ (n / d)` substitution
patterns unchanged, where `d` is the order of `r`. -/
theorem card_fixed {n k : ℕ} [NeZero n] (r : ZMod n) :
    Nat.card {f : Colouring n k // rotate r f = f} = k ^ (n / addOrderOf r) := by
  -- an unchanged pattern is a free choice of substituent on each coset of ⟨r⟩
  let e : {f : Colouring n k // rotate r f = f} ≃
      (ZMod n ⧸ AddSubgroup.zmultiples r → Fin k) :=
    { toFun := fun f =>
        Function.Periodic.lift (f := f.1) (c := r) (fun i => congrFun f.2 i)
      invFun := fun g => ⟨fun i => g (i : ZMod n ⧸ AddSubgroup.zmultiples r), by
        funext i
        refine congrArg g (QuotientAddGroup.eq.2 ?_)
        have h : -(i + r) + i = -r := by ring
        rw [h]
        exact neg_mem (AddSubgroup.mem_zmultiples r)⟩
      left_inv := fun f => Subtype.ext (funext fun i => rfl)
      right_inv := fun g => funext fun q => by
        induction q using QuotientAddGroup.induction_on
        rfl }
  -- the number of cosets, by Lagrange's theorem
  have hq : n / addOrderOf r = Nat.card (ZMod n ⧸ AddSubgroup.zmultiples r) := by
    have h := AddSubgroup.card_eq_card_quotient_mul_card_addSubgroup
      (AddSubgroup.zmultiples r)
    rw [Nat.card_zmod, Nat.card_zmultiples] at h
    exact Nat.div_eq_of_eq_mul_left (addOrderOf_pos r) h
  rw [Nat.card_congr e, Nat.card_fun, Nat.card_eq_fintype_card (α := Fin k),
    Fintype.card_fin, hq]
```

The hypothesis `[NeZero n]` says $n\ge1$, and `addOrderOf r` is the order $d$. The equivalence `e` pairs each unchanged pattern with a function on the cosets, `ZMod n ⧸ AddSubgroup.zmultiples r`. In one direction, `Function.Periodic.lift` uses the periodicity $f(i+r)=f(i)$ to define a value for each coset. In the other, a function on cosets is evaluated at the coset of $i$, and the result is unchanged by $r$ because $-(i+r)+i=-r$ lies in $\langle r\rangle$.

The statement `hq` is Lagrange's theorem, which gives the number of cosets as $n/d$. The last rewriting counts the functions from the cosets to the $k$ types.

## Rotations of a given order

Represent a rotation by an integer $r$ with $0\le r<n$. Its order is $n/\gcd(n,r)$, with $\gcd(n,0)=n$. For a divisor $d$ of $n$, the order equals $d$ exactly when $\gcd(n,r)=n/d$. Then $r=(n/d)\,s$ with $0\le s<d$, and the condition becomes $\gcd(d,s)=1$. There are $\varphi(d)$ such values of $s$, hence $\varphi(d)$ rotations of order $d$.

```lean
/-- On a ring with `n ≥ 1` sites, for each divisor `d` of `n` there are `φ(d)` rotations
of order `d`. -/
theorem card_rotations_of_order {n d : ℕ} [NeZero n] (hd : d ∣ n) :
    (Finset.univ.filter fun r : ZMod n => addOrderOf r = d).card = Nat.totient d :=
  IsAddCyclic.card_addOrderOf_eq_totient (by simpa [ZMod.card] using hd)
```

The set being counted is the collection of all `r` in `ZMod n` with `addOrderOf r = d`. The proof applies Mathlib's theorem on elements of given order in a cyclic group, and the hypothesis `hd` supplies the condition that $d$ divides the size of the group.

## Burnside's lemma and the sum over divisors

Count the pairs $(r,f)$ in which rotation $r$ leaves pattern $f$ unchanged. Taken rotation by rotation, with $\operatorname{ord}(r)$ for the order of $r$, the number of pairs is
$$\sum_{r} k^{n/\operatorname{ord}(r)}.$$

Now take the pairs pattern by pattern. If the orbit of $f$ has $m$ members, then $n/m$ rotations leave $f$ unchanged, because each member of the orbit is reached from $f$ by equally many of the $n$ rotations. The $m$ patterns in that orbit together contribute $m\cdot n/m=n$ pairs. With $N$ orbits the total is $N\,n$, and so
$$N\,n=\sum_{r} k^{n/\operatorname{ord}(r)}.$$

The order of every rotation divides $n$. Collecting the $\varphi(d)$ rotations of order $d$, each of which contributes $k^{n/d}$, gives
$$N\,n=\sum_{d\mid n}\varphi(d)\,k^{n/d}.$$

```lean
/-- For a ring with `n ≥ 1` sites and `k` substituent types, the number of patterns up to rotation,
times `n`, is the sum of `φ(d) k ^ (n / d)` over the divisors `d` of `n`. -/
theorem isomer_count (n k : ℕ) [NeZero n] :
    Nat.card (Isomer n k) * n = ∑ d ∈ n.divisors, Nat.totient d * k ^ (n / d) := by
  let : ∀ g : Multiplicative (ZMod n),
      Fintype (MulAction.fixedBy (Colouring n k) g) := fun g => Fintype.ofFinite _
  let : Fintype (Isomer n k) := Fintype.ofFinite _
  -- Burnside's lemma for the rotation group
  have burnside := MulAction.sum_card_fixedBy_eq_card_orbits_mul_card_group
    (Multiplicative (ZMod n)) (Colouring n k)
  simp only [← Nat.card_eq_fintype_card] at burnside
  have hG : Nat.card (Multiplicative (ZMod n)) = n :=
    (Nat.card_congr Multiplicative.toAdd).trans (Nat.card_zmod n)
  rw [hG] at burnside
  have hord : ∀ r : ZMod n, addOrderOf r ∈ n.divisors := by
    intro r
    have h := addOrderOf_dvd_natCard r
    rw [Nat.card_zmod] at h
    exact Nat.mem_divisors.2 ⟨h, NeZero.ne n⟩
  rw [← burnside]
  calc ∑ g : Multiplicative (ZMod n), Nat.card (MulAction.fixedBy (Colouring n k) g)
      = ∑ r : ZMod n, k ^ (n / addOrderOf r) :=
        Fintype.sum_equiv Multiplicative.toAdd _ _
          (fun g => card_fixed (k := k) g.toAdd)
    -- collect the rotations by their order
    _ = ∑ d ∈ n.divisors, ∑ r : ZMod n with addOrderOf r = d,
          k ^ (n / addOrderOf r) :=
        (Finset.sum_fiberwise_of_maps_to (fun r _ => hord r) _).symm
    _ = ∑ d ∈ n.divisors, Nat.totient d * k ^ (n / d) := by
        refine Finset.sum_congr rfl fun d hd => ?_
        rw [← card_rotations_of_order (Nat.dvd_of_mem_divisors hd), ← smul_eq_mul,
          ← Finset.sum_const]
        exact Finset.sum_congr rfl fun r hr => by rw [(Finset.mem_filter.1 hr).2]
```

The theorem is an identity between natural numbers, with `Nat.totient` for $\varphi$ and `n.divisors` for the divisors of $n$. It holds for every $n\ge1$ and every $k$. For $n=1$ it says $N=k$, and for $k=0$ both sides vanish.

The statement `burnside` is the double count of pairs, taken from Mathlib, and `hG` replaces the size of the group by $n$. The statement `hord` says that the order of each rotation is a divisor of $n$. The `calc` block then follows the derivation:

1. `card_fixed` evaluates the number of unchanged patterns for each rotation.
2. `Finset.sum_fiberwise_of_maps_to` collects the rotations by order.
3. For rotations of the same order all terms are equal, so the inner sum is the number of rotations, given by `card_rotations_of_order`, times $k^{n/d}$.

The same number appears in quantum mechanics: for a finite periodic chain of $n$ sites with $k$ local states each, where translations permute the product basis states without sign factors, $N$ is the dimension of the zero-momentum sector.

## Rings of prime size

If the number of sites is a prime $p$, its only divisors are $1$ and $p$, with $\varphi(1)=1$ and $\varphi(p)=p-1$. Hence
$$N\,p=k^p+(p-1)k.$$
The identity rotation leaves every pattern unchanged, and each of the other $p-1$ rotations leaves only the $k$ uniform patterns.

```lean
/-- For a ring with a prime number `p` of sites and `k` substituent types, the number of
substitution patterns up to rotation, times `p`, is `k ^ p + (p - 1) k`. -/
theorem isomer_count_prime {p : ℕ} (hp : p.Prime) (k : ℕ) :
    Nat.card (Isomer p k) * p = k ^ p + (p - 1) * k := by
  have : NeZero p := ⟨hp.ne_zero⟩
  rw [isomer_count, hp.divisors, Finset.sum_pair hp.one_lt.ne, Nat.totient_one,
    Nat.totient_prime hp, Nat.div_one, Nat.div_self hp.pos, one_mul, pow_one]
```

Primality supplies the condition $p\ge1$ that the general theorem needs. The rewriting then lists the two divisors and inserts the two values of $\varphi$.

## The six-membered ring

The divisors of $6$ are $1,2,3,6$, and the corresponding values of $\varphi$ are $1,1,2,2$. The exponents $6/d$ are $6,3,2,1$, so
$$6N=k^6+k^3+2k^2+2k.$$
The term $k^3$ comes from the half-turn, which ties opposite sites together. The term $2k^2$ comes from the two rotations through a third of a turn, which tie alternate sites together, and $2k$ comes from the two rotations through a single site, one in each direction.

```lean
/-- For a six-membered ring with `k` substituent types, six times the number of patterns up to
rotation is `k⁶ + k³ + 2k² + 2k`. -/
theorem isomer_count_six (k : ℕ) :
    Nat.card (Isomer 6 k) * 6 = k ^ 6 + k ^ 3 + 2 * k ^ 2 + 2 * k := by
  have hd : Nat.divisors 6 = {1, 2, 3, 6} := by decide
  have h2 : Nat.totient 2 = 1 := by decide
  have h3 : Nat.totient 3 = 2 := by decide
  have h6 : Nat.totient 6 = 2 := by decide
  rw [isomer_count, hd, Finset.sum_insert (by decide), Finset.sum_insert (by decide),
    Finset.sum_insert (by decide), Finset.sum_singleton, Nat.totient_one, h2, h3, h6]
  simp only [Nat.reduceDiv]
  ring
```

The calls to `decide` evaluate the divisors and the values of $\varphi$. The sum is then written out term by term, and `ring` matches it with the polynomial.

For two substituent types the right-hand side is $64+8+8+4=84$, so $N=84/6=14$.

```lean
/-- A six-membered ring with two substituent types has 14 substitution patterns up to rotation. -/
theorem isomer_count_six_two : Nat.card (Isomer 6 2) = 14 := by
  have h := isomer_count_six 2
  omega

end RingIsomerCounting
```

Here `omega` solves $6N=84$ in the natural numbers. The 14 patterns include the two uniform ones, and the mirror-related pair described above for benzene counts as two of them.

```lean
#print axioms RingIsomerCounting.isomerOf_eq_iff
-- 'RingIsomerCounting.isomerOf_eq_iff' depends on axioms: [propext, Classical.choice, Quot.sound]
#print axioms RingIsomerCounting.isomer_count
-- 'RingIsomerCounting.isomer_count' depends on axioms: [propext, Classical.choice, Quot.sound]
#print axioms RingIsomerCounting.isomer_count_prime
-- 'RingIsomerCounting.isomer_count_prime' depends on axioms: [propext, Classical.choice, Quot.sound]
#print axioms RingIsomerCounting.isomer_count_six_two
-- 'RingIsomerCounting.isomer_count_six_two' depends on axioms: [propext, Classical.choice, Quot.sound]
```
